# A Sphere Centred at q = 0 Maximises the Integral of 1/|q|² at Fixed Volume

Let $S$ be a measurable region of three-dimensional momentum space with the volume $|S|=\tfrac43\pi R^3$ of a ball of radius $R>0$. Then

$$\int_S \frac{d^3q}{|q|^2}\le 4\pi R,$$

with equality exactly when $S$ is the ball of radius $R$ about the origin, up to a set of volume zero.

In a Bethe-Salpeter calculation, the screened electron-hole attraction couples pairs at two sampling points whose momenta differ by $q$. In a bulk semiconductor, and for pairs in the same two bands, it grows as $1/|q|^2$ for small $q$ and so diverges on the diagonal, where $q=0$. A common remedy is to average it over the momentum cell $S$ that belongs to one sampling point. With $N$ points, crystal cell volume $\Omega$, charge $e$ and a constant dielectric constant $\varepsilon>0$, the averaged term in Gaussian units is

$$\Delta_S=-\frac{1}{N\Omega}\,\frac{1}{|S|}\int_S\frac{4\pi e^2}{\varepsilon|q|^2}\,d^3q .$$

If $S$ has volume $(2\pi)^3/(N\Omega)$, then whatever its shape,

$$|\Delta_S|\le\frac{2e^2}{\pi\varepsilon}\left(\frac{6\pi^2}{\Omega}\right)^{1/3}N^{-1/3}.$$

## The diagonal entry of the exciton Hamiltonian

Some codes integrate over the actual cell, and others use a sphere of the same volume because its integral is elementary. For constant scalar screening, the bound fixes the sign of the difference: the sphere never gives a weaker diagonal attraction than the average over the actual cell. It does not say which of the two brings an exciton energy closer to its limit of dense sampling.

It also gives a ceiling for a numerical cell average. If the magnitude found by quadrature or Monte Carlo sampling, with the same constant $\varepsilon$, lies above the ceiling by more than the integration error, the calculation contains a mistake, for example in a prefactor, a unit, the cell volume or the sampling. With uniform random points in a cell around $q=0$, the usual standard error is not a safe measure of the integration error: $1/|q|^4$ is not integrable at the origin, so the variance is infinite.

The dependence on $N$ is slow. Eight times as many sampling points, or twice as many along each axis of a three-dimensional grid, only halve the ceiling. This concerns the size of one matrix element and is not an error estimate for an exciton energy.

## From the radial integral to the $N^{-1/3}$ bound

For the ball $B_R$ about the origin, the surface factor $r^2$ cancels the singularity:

$$\int_{B_R}\frac{d^3q}{|q|^2}=\int_0^R\frac{4\pi r^2}{r^2}\,dr=4\pi R.$$

The integral over $S$ is finite too. Inside the unit ball the kernel is integrable, and outside it the kernel is at most 1, so the integral over $S$ is at most $4\pi+|S|$.

To compare the two regions, write $1_A$ for the function that is 1 on a set $A$ and 0 elsewhere, and subtract from the kernel its value on the surface of the ball:

$$D(q)=\bigl(1_{B_R}(q)-1_S(q)\bigr)\left(\frac1{|q|^2}-\frac1{R^2}\right).$$

Leave out the origin and the sphere $|q|=R$, which have zero volume.

- For $|q|<R$, the first factor is 0 or 1 and the second is positive.
- For $|q|>R$, the first factor is 0 or $-1$ and the second is negative.

Hence $D\ge0$, and $D(q)=0$ only if $q$ lies in both regions or in neither. Integration gives

$$\int D\,d^3q=\left(4\pi R-\frac{|B_R|}{R^2}\right)-\left(\int_S\frac{d^3q}{|q|^2}-\frac{|S|}{R^2}\right)=4\pi R-\int_S\frac{d^3q}{|q|^2},$$

because the volumes are equal. The left side is nonnegative, which is the bound. If it is zero, then $D=0$ almost everywhere, so $S$ and $B_R$ agree up to a null set. Conversely, changing a region by a null set leaves its integral unchanged.

For the averaged attraction $\Delta_S$, also called the direct term, $N\Omega|S|=(2\pi)^3$ turns the prefactor into

$$\frac{1}{N\Omega|S|}\,\frac{4\pi e^2}{\varepsilon}=\frac{1}{(2\pi)^3}\,\frac{4\pi e^2}{\varepsilon}=\frac{e^2}{2\pi^2\varepsilon}.$$

The radius of the equal-volume ball follows from

$$R^3=\frac{3|S|}{4\pi}=\frac{6\pi^2}{N\Omega}.$$

Therefore

$$|\Delta_S|=\frac{e^2}{2\pi^2\varepsilon}\int_S\frac{d^3q}{|q|^2}\le\frac{e^2}{2\pi^2\varepsilon}\,4\pi R=\frac{2e^2}{\pi\varepsilon}R,$$

and inserting $R=(6\pi^2/\Omega)^{1/3}N^{-1/3}$ gives the stated bound.

## Lean source

```lean
import Mathlib

open MeasureTheory Metric Set Real

noncomputable section

namespace ExcitonCellAverage

/-- Momentum transfers are vectors in three-dimensional Euclidean space. -/
abbrev Momentum := EuclideanSpace ℝ (Fin 3)

/-- The momentum dependence `1/|q|²` of the Coulomb interaction, for `q ≠ 0`. -/
def coulomb (q : Momentum) : ℝ := 1 / ‖q‖ ^ 2

/-- The kernel measured from its value at radius `R`, on the ball of radius `R` minus
on the region `S`; for `R ≠ 0` and `q ≠ 0`. -/
def deficit (R : ℝ) (S : Set Momentum) (q : Momentum) : ℝ :=
  (ball 0 R).indicator (fun k => coulomb k - 1 / R ^ 2) q -
    S.indicator (fun k => coulomb k - 1 / R ^ 2) q

/-- The diagonal direct term for `N` sampling points, crystal cell volume `Ω`, charge `e` and
dielectric constant `ε` (Gaussian units): the screened attraction averaged over the
momentum cell `S`. Here `N`, `Ω`, `ε` and the volume of `S` are nonzero. -/
def directShift (e ε Ω : ℝ) (N : ℕ) (S : Set Momentum) : ℝ :=
  -(1 / (N * Ω)) * ((volume.real S)⁻¹ * ∫ q in S, 4 * π * e ^ 2 / ε * coulomb q)

/-- The kernel `1/|q|²` is integrable on the ball of radius `R ≥ 0` about the origin, and its
integral is `4πR`. -/
theorem ball_integral {R : ℝ} (hR : 0 ≤ R) :
    IntegrableOn coulomb (ball 0 R) ∧ ∫ q in ball 0 R, coulomb q = 4 * π * R := by
  have hd : Module.finrank ℝ Momentum = 3 := finrank_euclideanSpace_fin
  have hind : (ball 0 R).indicator coulomb =
      fun q : Momentum => (Iio R).indicator (fun r : ℝ => 1 / r ^ 2) ‖q‖ := by
    funext q
    simp only [indicator, mem_ball_zero_iff, mem_Iio, coulomb]
  -- the surface factor r² cancels the singularity
  have hrad : EqOn (fun y : ℝ => y ^ (Module.finrank ℝ Momentum - 1) •
      (Iio R).indicator (fun r : ℝ => 1 / r ^ 2) y)
      ((Iio R).indicator (fun _ => (1 : ℝ))) (Ioi 0) := by
    intro y hy
    have hy0 : y ≠ 0 := (mem_Ioi.mp hy).ne'
    beta_reduce
    rw [hd]
    by_cases h : y ∈ Iio R
    · rw [indicator_of_mem h, indicator_of_mem h, smul_eq_mul]
      exact mul_one_div_cancel (pow_ne_zero 2 hy0)
    · rw [indicator_of_notMem h, indicator_of_notMem h, smul_zero]
  have hset : Iio R ∩ Ioi 0 = Ioo 0 R := by
    ext y
    simp [and_comm]
  constructor
  · rw [← integrable_indicator_iff measurableSet_ball, hind]
    refine (integrable_fun_norm_addHaar (μ := volume)
      (f := (Iio R).indicator (fun r : ℝ => 1 / r ^ 2))).2 ?_
    refine IntegrableOn.congr_fun ?_ hrad.symm measurableSet_Ioi
    rw [IntegrableOn, integrable_indicator_iff measurableSet_Iio, IntegrableOn,
      Measure.restrict_restrict measurableSet_Iio, hset]
    exact (continuous_const.integrableOn_Icc (a := 0) (b := R)).mono_set Ioo_subset_Icc_self
  · have h1 : ∫ y in Ioi (0 : ℝ), (Iio R).indicator (fun _ => (1 : ℝ)) y = R := by
      rw [integral_indicator measurableSet_Iio,
        Measure.restrict_restrict measurableSet_Iio, hset]
      simp [hR]
    have h2 := (setIntegral_congr_fun (μ := volume) measurableSet_Ioi hrad).trans h1
    have hv : volume.real (ball (0 : Momentum) 1) = π * 4 / 3 := by
      rw [Measure.real, EuclideanSpace.volume_ball_fin_three, ENNReal.ofReal_one, one_pow,
        one_mul, ENNReal.toReal_ofReal (by positivity)]
    rw [← integral_indicator measurableSet_ball, hind,
      integral_fun_norm_addHaar (μ := volume)
        (f := (Iio R).indicator (fun r : ℝ => 1 / r ^ 2)), h2, hd, hv]
    simp only [nsmul_eq_mul, smul_eq_mul]
    push_cast
    ring

/-- The kernel `1/|q|²` is integrable on every region of finite volume. -/
theorem coulomb_integrableOn {S : Set Momentum} (hS : volume S ≠ ⊤) :
    IntegrableOn coulomb S := by
  have : IsFiniteMeasure (volume.restrict S) :=
    ⟨by rw [Measure.restrict_apply_univ]; exact hS.lt_top⟩
  have hm : Measurable coulomb := by
    unfold coulomb
    fun_prop
  -- dominate by the kernel inside the unit ball plus the constant 1
  have h1 : Integrable (fun q => (ball 0 1).indicator coulomb q + 1) (volume.restrict S) :=
    (((ball_integral zero_le_one).1.integrable_indicator
      measurableSet_ball).integrableOn (s := S)).add (integrable_const 1)
  refine Integrable.mono' h1 hm.aestronglyMeasurable (Filter.Eventually.of_forall fun q => ?_)
  have h0 : 0 ≤ coulomb q := by
    unfold coulomb
    positivity
  rw [Real.norm_of_nonneg h0]
  by_cases hq : q ∈ ball (0 : Momentum) 1
  · rw [indicator_of_mem hq]
    linarith
  · rw [indicator_of_notMem hq, zero_add]
    have hn : 1 ≤ ‖q‖ := not_lt.1 fun h => hq (mem_ball_zero_iff.2 h)
    unfold coulomb
    rw [div_le_one (by nlinarith)]
    nlinarith

/-- For `R > 0` the deficit is nonnegative at almost every momentum, and almost everywhere it
vanishes only where the region and the ball agree. -/
theorem deficit_sign {R : ℝ} (hR : 0 < R) (S : Set Momentum) :
    ∀ᵐ q, 0 ≤ deficit R S q ∧ (deficit R S q = 0 → (q ∈ S ↔ q ∈ ball 0 R)) := by
  have hne : ∀ r : ℝ, ∀ᵐ q : Momentum, ‖q‖ ≠ r := fun r => by
    filter_upwards [compl_mem_ae_iff.2
      (Measure.addHaar_sphere (volume : Measure Momentum) 0 r)] with q hq hr
    exact hq (mem_sphere_zero_iff_norm.2 hr)
  filter_upwards [hne 0, hne R] with q hq0 hqR
  have hq : 0 < ‖q‖ := lt_of_le_of_ne (norm_nonneg q) hq0.symm
  unfold deficit
  rcases lt_or_gt_of_ne hqR with h | h
  · -- inside the ball the kernel exceeds its surface value
    have hb : q ∈ ball (0 : Momentum) R := mem_ball_zero_iff.2 h
    have hp : 1 / R ^ 2 < coulomb q :=
      one_div_lt_one_div_of_lt (by positivity) (by nlinarith)
    rw [indicator_of_mem hb]
    by_cases hS : q ∈ S
    · rw [indicator_of_mem hS]
      exact ⟨by linarith, fun _ => iff_of_true hS hb⟩
    · rw [indicator_of_notMem hS]
      exact ⟨by linarith, fun h0 => by exfalso; linarith⟩
  · -- outside it lies below
    have hb : q ∉ ball (0 : Momentum) R := fun hb => lt_asymm h (mem_ball_zero_iff.1 hb)
    have hp : coulomb q < 1 / R ^ 2 :=
      one_div_lt_one_div_of_lt (by positivity) (by nlinarith)
    rw [indicator_of_notMem hb]
    by_cases hS : q ∈ S
    · rw [indicator_of_mem hS]
      exact ⟨by linarith, fun h0 => by exfalso; linarith⟩
    · rw [indicator_of_notMem hS]
      exact ⟨by linarith, fun _ => iff_of_false hS hb⟩

/-- For a measurable region with the volume of the ball of radius `R > 0`, the deficit is
integrable and its integral is `4πR` minus the integral of `1/|q|²` over the region. -/
theorem deficit_integral {R : ℝ} (hR : 0 < R) {S : Set Momentum} (hS : MeasurableSet S)
    (hv : volume.real S = 4 / 3 * π * R ^ 3) :
    Integrable (deficit R S) ∧ ∫ q, deficit R S q = 4 * π * R - ∫ q in S, coulomb q := by
  have hfin : volume S ≠ ⊤ := fun ht => by
    have hpos : 0 < volume.real S := by rw [hv]; positivity
    simp [Measure.real, ht] at hpos
  have hb : volume.real (ball (0 : Momentum) R) = 4 / 3 * π * R ^ 3 := by
    rw [Measure.real, EuclideanSpace.volume_ball_fin_three, ENNReal.toReal_mul,
      ENNReal.toReal_pow, ENNReal.toReal_ofReal hR.le, ENNReal.toReal_ofReal (by positivity)]
    ring
  have key : ∀ T : Set Momentum, volume T ≠ ⊤ →
      IntegrableOn (fun k => coulomb k - 1 / R ^ 2) T ∧
      ∫ k in T, (coulomb k - 1 / R ^ 2) =
        (∫ k in T, coulomb k) - volume.real T * (1 / R ^ 2) := fun T hT => by
    have : IsFiniteMeasure (volume.restrict T) :=
      ⟨by rw [Measure.restrict_apply_univ]; exact hT.lt_top⟩
    have hc : Integrable (fun _ : Momentum => 1 / R ^ 2) (volume.restrict T) :=
      integrable_const _
    refine ⟨(coulomb_integrableOn hT).sub hc, ?_⟩
    rw [integral_sub (coulomb_integrableOn hT) hc, setIntegral_const, smul_eq_mul]
  obtain ⟨i1, e1⟩ := key (ball 0 R) measure_ball_lt_top.ne
  obtain ⟨i2, e2⟩ := key S hfin
  have j1 := i1.integrable_indicator measurableSet_ball
  have j2 := i2.integrable_indicator hS
  refine ⟨j1.sub j2, ?_⟩
  unfold deficit
  -- equal volumes cancel the subtracted constant
  rw [integral_sub j1 j2, integral_indicator measurableSet_ball, integral_indicator hS,
    e1, e2, hb, hv, (ball_integral hR.le).2]
  ring

/-- Among measurable regions with the volume of a ball of radius `R > 0`, the integral of
`1/|q|²` is at most the spherical value `4πR`. -/
theorem integral_le_spherical {R : ℝ} (hR : 0 < R) {S : Set Momentum} (hS : MeasurableSet S)
    (hv : volume.real S = 4 / 3 * π * R ^ 3) : ∫ q in S, coulomb q ≤ 4 * π * R := by
  have h : 0 ≤ ∫ q, deficit R S q :=
    integral_nonneg_of_ae ((deficit_sign hR S).mono fun _ h => h.1)
  rw [(deficit_integral hR hS hv).2] at h
  linarith

/-- A measurable region with the volume of a ball of radius `R > 0` attains the value `4πR`
exactly when it is the ball about the origin, up to a set of volume zero. -/
theorem integral_eq_spherical_iff {R : ℝ} (hR : 0 < R) {S : Set Momentum}
    (hS : MeasurableSet S) (hv : volume.real S = 4 / 3 * π * R ^ 3) :
    ∫ q in S, coulomb q = 4 * π * R ↔ S =ᵐ[volume] ball 0 R := by
  obtain ⟨hi, he⟩ := deficit_integral hR hS hv
  constructor
  · intro h
    have h0 : ∫ q, deficit R S q = 0 := by rw [he, h, sub_self]
    have hz := (integral_eq_zero_iff_of_nonneg_ae
      ((deficit_sign hR S).mono fun _ h => h.1) hi).1 h0
    filter_upwards [deficit_sign hR S, hz] with q hq hq0
    exact propext (hq.2 hq0)
  · intro h
    rw [setIntegral_congr_set h, (ball_integral hR.le).2]

/-- For a measurable momentum cell of any shape with volume `(2π)³/(NΩ)` and `ε > 0`, the
diagonal direct term is bounded in magnitude by a spherical value proportional to `N^(-1/3)`. -/
theorem directShift_bound (e : ℝ) {ε Ω : ℝ} {N : ℕ} (hε : 0 < ε) {S : Set Momentum}
    (hS : MeasurableSet S) (hcell : N * Ω * volume.real S = (2 * π) ^ 3) :
    |directShift e ε Ω N S| ≤
      2 * e ^ 2 / (π * ε) * ((6 * π ^ 2 / Ω) ^ (1 / 3 : ℝ) * (N : ℝ) ^ (-1 / 3 : ℝ)) := by
  have hv0 : 0 ≤ volume.real S := measureReal_nonneg
  have hN0 : (0 : ℝ) ≤ N := Nat.cast_nonneg N
  have hp : 0 < N * Ω * volume.real S := by rw [hcell]; positivity
  -- the cell condition forces N and Ω to be positive
  have hNΩ : 0 < N * Ω := pos_of_mul_pos_left hp hv0
  have hΩ : 0 < Ω := pos_of_mul_pos_right hNΩ hN0
  have hN : (0 : ℝ) < N := pos_of_mul_pos_left hNΩ hΩ.le
  have cube : ∀ x s : ℝ, 0 ≤ x → (x ^ s) ^ 3 = x ^ (s * 3) := fun x s hx => by
    rw [Real.rpow_mul hx]
    exact_mod_cast (Real.rpow_natCast (x ^ s) 3).symm
  set R : ℝ := (6 * π ^ 2 / Ω) ^ (1 / 3 : ℝ) * (N : ℝ) ^ (-1 / 3 : ℝ) with hRdef
  have hR : 0 < R := by positivity
  have hR3 : R ^ 3 = 6 * π ^ 2 / Ω * (N : ℝ)⁻¹ := by
    rw [hRdef, mul_pow, cube _ _ (by positivity), cube _ _ hN0,
      show (1 / 3 : ℝ) * 3 = 1 by norm_num, show (-1 / 3 : ℝ) * 3 = -1 by norm_num,
      Real.rpow_one, Real.rpow_neg_one]
  have hv : volume.real S = 4 / 3 * π * R ^ 3 := by
    have h : volume.real S = (2 * π) ^ 3 / (N * Ω) := by
      rw [eq_div_iff hNΩ.ne']
      linarith
    rw [h, hR3]
    field_simp
    ring
  have hI0 : 0 ≤ ∫ q in S, coulomb q :=
    integral_nonneg fun q => by unfold coulomb; positivity
  -- the prefactor and the mean combine to the density 1/(2π)³
  have hpre : 1 / (N * Ω) * (volume.real S)⁻¹ = 1 / (2 * π) ^ 3 := by
    rw [← hcell, one_div, one_div, ← mul_inv]
  have hshift : directShift e ε Ω N S =
      -(1 / (2 * π) ^ 3 * (4 * π * e ^ 2 / ε) * ∫ q in S, coulomb q) := by
    rw [directShift, integral_const_mul, ← hpre]
    ring
  rw [hshift, abs_neg, abs_of_nonneg (by positivity)]
  calc 1 / (2 * π) ^ 3 * (4 * π * e ^ 2 / ε) * ∫ q in S, coulomb q
      ≤ 1 / (2 * π) ^ 3 * (4 * π * e ^ 2 / ε) * (4 * π * R) :=
        mul_le_mul_of_nonneg_left (integral_le_spherical hR hS hv) (by positivity)
    _ = 2 * e ^ 2 / (π * ε) * R := by
        field_simp
        ring

end ExcitonCellAverage
```

```lean
#print axioms ExcitonCellAverage.integral_le_spherical
-- 'ExcitonCellAverage.integral_le_spherical' depends on axioms: [propext, Classical.choice, Quot.sound]
#print axioms ExcitonCellAverage.integral_eq_spherical_iff
-- 'ExcitonCellAverage.integral_eq_spherical_iff' depends on axioms: [propext, Classical.choice, Quot.sound]
#print axioms ExcitonCellAverage.directShift_bound
-- 'ExcitonCellAverage.directShift_bound' depends on axioms: [propext, Classical.choice, Quot.sound]
```

## The lemmas and the steps they carry out

`ball_integral` uses Mathlib's formula for integrals of functions of the norm. The formula supplies the dimension times the volume of the unit ball, $3\cdot\tfrac43\pi=4\pi$, and the step `hrad` is the cancellation of $r^2$. `coulomb_integrableOn` uses the comparison with the kernel inside the unit ball plus 1.

The function $D$ is `deficit`. In `deficit_sign`, `filter_upwards` discards the momenta with $|q|=0$ or $|q|=R$. The proof then separates inside from outside the ball and, in each case, asks whether $q$ belongs to $S$. In `deficit_integral`, the auxiliary statement `key` integrates kernel minus constant over any region of finite volume; it is applied to the ball and to $S$, and the constants cancel.

`integral_le_spherical` then follows from the nonnegative integral of `deficit`. `integral_eq_spherical_iff` adds that a nonnegative integrable function with zero integral vanishes almost everywhere.

`directShift_bound` first derives the positivity of $N$ and $\Omega$ from the cell condition. It defines $R$ by the final formula, and `hR3` and `hv` confirm that the ball has the volume of the cell. The step `hpre` simplifies the prefactor, and the closing `calc` block applies the integral bound.

## Any cell shape, with constant scalar screening

`Momentum` is three-dimensional Euclidean space, and `volume.real S` is the volume of $S$ as a real number. Three names need care:

- `coulomb` is the bare $1/|q|^2$; the factor $4\pi e^2/\varepsilon$ enters in `directShift`.
- `directShift` is the averaged term $\Delta_S$ itself, not a difference between two calculations.
- `Ω` is the volume of one crystal cell, whereas some texts use this letter for the whole crystal, whose volume here is $N\Omega$.

The hypothesis `hcell` is the condition $N\Omega|S|=(2\pi)^3$. It expresses that the Brillouin zone, of volume $(2\pi)^3/\Omega$, is shared equally among $N$ sampling points. It also excludes a region of infinite volume, to which `volume.real` assigns zero. The case $N=1$ is allowed, and $S$ then has the volume of the full zone.

Apart from measurability and volume, nothing is asked of $S$: it need not be convex, connected, centred at the origin or able to tile the zone. The bound therefore applies to parallelepipeds and Wigner-Seitz cells alike. The equality condition is stated for the integral of $1/|q|^2$, and the direct term has the inequality only.

The constant `ε` stands for the long-wavelength screening of the attraction by the other electrons, taken to be the same for every direction and length of $q$. The step left to the user is to identify the diagonal matrix element of the screened attraction in a real material with `directShift`. This neglects anisotropic or momentum-dependent screening, local fields, the other contributions from nonzero reciprocal lattice vectors, and the variation of the Bloch overlaps across the cell. In a layered material, for instance, the screening can depend strongly on $q$, and the bound should not be applied there without a separate argument.
